# The propagator of a self-adjoint Hamiltonian in a C*-algebra has norm at most one

For a self-adjoint Hamiltonian `H` that does not depend on time, the propagator exp(−iHt), in units with ħ = 1, has norm at most one at every real time t. Here `H` is an element of a complete complex normed algebra `A` with a star operation satisfying the C*-norm condition, as bounded operators on a Hilbert space do; unbounded Hamiltonians are not covered. The attempt shows that −iHt is skew-adjoint and concludes that its exponential is unitary. It then splits on whether `A` is trivial: in the zero algebra the norm is zero, and otherwise a unitary element has norm one.

Lean 4 with Mathlib refuses this proof:

```lean
import Mathlib

open Complex MeasureTheory

namespace NormPropagatorLeOne

noncomputable section

variable {A : Type*} [NormedRing A] [NormedAlgebra ℂ A]

/-- The propagator `exp(-iHt)` generated by `H`, in units with `ħ = 1`. -/
def propagator (H : A) (t : ℝ) : A := NormedSpace.exp ((-I * (t : ℂ)) • H)

variable [CompleteSpace A]

variable [StarRing A] [CStarRing A] [StarModule ℂ A]

/-- For self-adjoint `H` the propagator has norm at most one. -/
theorem norm_propagator_le_one {H : A} (hH : IsSelfAdjoint H) (t : ℝ) :
    ‖propagator H t‖ ≤ 1 := by
  have hc : star (-I * (t : ℂ)) = -(-I * (t : ℂ)) := by
    rw [← starRingEnd_apply, map_mul, map_neg, Complex.conj_I, Complex.conj_ofReal]
    ring
  have hs : (-I * (t : ℂ)) • H ∈ skewAdjoint A := by
    rw [skewAdjoint.mem_iff, star_smul, hH.star_eq, hc, neg_smul]
  have hu : propagator H t ∈ unitary A := NormedSpace.exp_mem_unitary_of_mem_skewAdjoint hs
  rcases subsingleton_or_nontrivial A with hA | hA
  · rw [Subsingleton.elim (propagator H t) 0, norm_zero]
    exact zero_le_one
  · exact (CStarRing.norm_of_mem_unitary hu).le

end

end NormPropagatorLeOne
```

The compiler's answer:

```
Main.lean:26:42: error(lean.synthInstanceFailed): failed to synthesize instance of type class
  NormedAlgebra ℚ A

Hint: Type class instance resolution failures can be inspected with the `set_option trace.Meta.synthInstance true` command.
```

Cause. The message says that Lean could not find an instance of `NormedAlgebra ℚ A`, that is, a normed algebra structure on `A` over the rationals. The error lies at the use of `NormedSpace.exp_mem_unitary_of_mem_skewAdjoint`, which needs that structure. The file declares only `NormedAlgebra ℂ A`. A complex normed algebra is also a rational one, by restricting the scalars, but instance search does not take this step by itself. The mathematical argument, that the exponential of a skew-adjoint element is unitary, is not at fault.

The repair builds the missing structure with `NormedAlgebra.restrictScalars ℚ ℂ A` and introduces it by `let _`, so that instance search can find it in the local context. The same lemma, applied to the same `hs`, then goes through. The change from a direct term to a `by` block with `exact` only makes room for the `let` line.

Lean accepts the file once it reads:

```diff
@@ -24,5 +24,7 @@
   have hs : (-I * (t : ℂ)) • H ∈ skewAdjoint A := by
     rw [skewAdjoint.mem_iff, star_smul, hH.star_eq, hc, neg_smul]
-  have hu : propagator H t ∈ unitary A := NormedSpace.exp_mem_unitary_of_mem_skewAdjoint hs
+  have hu : propagator H t ∈ unitary A := by
+    let _ : NormedAlgebra ℚ A := NormedAlgebra.restrictScalars ℚ ℂ A
+    exact NormedSpace.exp_mem_unitary_of_mem_skewAdjoint hs
   rcases subsingleton_or_nontrivial A with hA | hA
   · rw [Subsingleton.elim (propagator H t) 0, norm_zero]
```
